# Fill in symmetric elimination: two vertices become adjacent exactly when a path through lower-numbered vertices joins them

Factorising a sparse symmetric matrix, such as an overlap matrix in a localised basis, can create nonzeros where the matrix had zeros. To predict where, we keep only the pattern: matrix indices become vertices of a graph \(G\), and an edge \(ij\) marks a nonzero \(A_{ij}\), \(i\ne j\). Eliminating index \(v\), with nonzero pivot \(A_{vv}\), performs

\[
A_{ij}\;\to\; A_{ij}-\frac{A_{iv}A_{vj}}{A_{vv}} .
\]

The graph puts an edge wherever either term is nonzero. Reading the matrix pattern off the graph assumes that every pivot is nonzero and that the two terms never cancel; if they do cancel, the graph may predict nonzeros that are absent.

```lean
import Mathlib

open SimpleGraph

namespace FillPath

variable {V : Type*} {n : ℕ}
```

`V` is any set of vertices and `n` the matrix size. The type `Fin n` holds the labels \(0,\dots,n-1\), so counting starts at zero.

```lean
/-- Elimination of the vertex `v`: its neighbours are joined pairwise, and `v` loses
all its edges. -/
def eliminate (G : SimpleGraph V) (v : V) : SimpleGraph V :=
  SimpleGraph.fromRel fun i j =>
    i ≠ v ∧ j ≠ v ∧ (G.Adj i j ∨ (G.Adj i v ∧ G.Adj v j))
```

This is the update above, as a pattern. `fromRel` turns the stated relation into a simple graph, symmetric and without loops. The vertex \(v\) stays in the vertex set but loses its edges.

```lean
/-- The graph left after the first `k` vertices have been eliminated in increasing order;
stage `0` is the original graph. -/
def stage (G : SimpleGraph (Fin n)) : ℕ → SimpleGraph (Fin n)
  | 0 => G
  | k + 1 => if h : k < n then eliminate (stage G k) ⟨k, h⟩ else stage G k
```

`stage G k` is the graph after vertices \(0,\dots,k-1\) have been eliminated. The `if` supplies the proof that \(k\) is a valid label.

```lean
/-- The vertices `i` and `j` are adjacent at some stage of the elimination, the original
graph included. -/
def EverAdjacent (G : SimpleGraph (Fin n)) (i j : Fin n) : Prop :=
  ∃ k ≤ n, (stage G k).Adj i j
```

Because elimination deletes edges, adjacency is recorded over all stages. For \(i\ne j\), this gives the predicted off-diagonal pattern of the triangular factor, original entries included.

```lean
/-- The graph has a path from `i` to `j` whose interior vertices all have number
below `k`. -/
def LinkedBelow (G : SimpleGraph (Fin n)) (k : ℕ) (i j : Fin n) : Prop :=
  ∃ p : G.Walk i j, p.IsPath ∧ ∀ v ∈ p.support, v ≠ i → v ≠ j → (v : ℕ) < k
```

Write \(L_k(i,j)\) for this property: some path from \(i\) to \(j\) has all its interior vertices below \(k\). A `Walk` may revisit vertices; `IsPath` forbids it. `support` is the list of visited vertices.

```lean
/-- After elimination of `v`, two distinct other vertices are adjacent exactly when they were
adjacent before or were both neighbours of `v`; `v` itself has no neighbour. -/
theorem eliminate_adj (G : SimpleGraph V) (v i j : V) :
    (eliminate G v).Adj i j ↔
      i ≠ j ∧ i ≠ v ∧ j ≠ v ∧ (G.Adj i j ∨ (G.Adj i v ∧ G.Adj v j)) := by
  have h1 := G.adj_comm i j
  have h2 := G.adj_comm i v
  have h3 := G.adj_comm j v
  simp only [eliminate, SimpleGraph.fromRel_adj]
  tauto
```

This restates the elimination rule as an equivalence; `tauto` settles the propositional logic.

```lean
/-- A walk between distinct vertices visits a neighbour of its starting point. -/
theorem exists_neighbour_on_walk {G : SimpleGraph V} {i j : V} (p : G.Walk i j)
    (hij : i ≠ j) : ∃ w ∈ p.support, G.Adj i w := by
  cases p with
  | nil => exact absurd rfl hij
  | cons h q => exact ⟨_, by simp, h⟩
```

A walk between distinct vertices has a first step, and that step ends at a neighbour of the start.

```lean
/-- Two paths with interiors below `k` that meet at the vertex number `k` yield a path
between their outer ends with interior below `k + 1`. -/
theorem LinkedBelow.join {G : SimpleGraph (Fin n)} {k : ℕ} {i m j : Fin n}
    (hm : (m : ℕ) = k) (h1 : LinkedBelow G k i m) (h2 : LinkedBelow G k m j) :
    LinkedBelow G (k + 1) i j := by
  obtain ⟨p, -, hp⟩ := h1
  obtain ⟨q, -, hq⟩ := h2
  -- concatenate, then cut out the loops
  refine ⟨(p.append q).bypass, Walk.bypass_isPath _, fun v hv hi hj => ?_⟩
  have hv' := SimpleGraph.Walk.support_bypass_subset_support _ hv
  rw [Walk.mem_support_append_iff] at hv'
  by_cases hvm : v = m
  · rw [hvm]
    omega
  · rcases hv' with h | h
    · have := hp v h hi hvm
      omega
    · have := hq v h hvm hj
      omega
```

In symbols, \(L_k(i,m)\) and \(L_k(m,j)\) with \(m=k\) give \(L_{k+1}(i,j)\). Concatenate the paths and cut out loops (`bypass`). Each interior vertex left is either \(m=k\) or interior to one of the halves, hence below \(k+1\).

```lean
/-- A path with interior below `k + 1`, neither end being the vertex number `k`, gives either
a path with interior below `k`, or two such paths that meet at vertex `k`. -/
theorem LinkedBelow.split {G : SimpleGraph (Fin n)} {k : ℕ} {i m j : Fin n}
    (hm : (m : ℕ) = k) (him : i ≠ m) (hjm : j ≠ m) (h : LinkedBelow G (k + 1) i j) :
    LinkedBelow G k i j ∨ (LinkedBelow G k i m ∧ LinkedBelow G k m j) := by
  obtain ⟨p, hp, hb⟩ := h
  have hval : ∀ v : Fin n, v ≠ m → (v : ℕ) ≠ m := fun v hv h => hv (Fin.ext h)
  by_cases hmem : m ∈ p.support
  · right
    obtain ⟨q, r, rfl⟩ := Walk.mem_support_iff_exists_append.mp hmem
    -- the two halves of a path share only the vertex `m`
    have hd : List.Disjoint q.support r.support.tail := by
      have h := hp.support_nodup
      rw [Walk.support_append] at h
      exact List.disjoint_of_nodup_append h
    have hjq : j ∉ q.support := fun h =>
      hd h ((r.mem_support_iff.mp r.end_mem_support).resolve_left hjm)
    have hir : i ∉ r.support := fun h =>
      hd q.start_mem_support ((r.mem_support_iff.mp h).resolve_left him)
    refine ⟨⟨q, hp.of_append_left, fun v hv hi hvm => ?_⟩,
      ⟨r, hp.of_append_right, fun v hv hvm hj => ?_⟩⟩
    · have h1 := hb v (by rw [Walk.mem_support_append_iff]; exact Or.inl hv) hi
        (fun h => hjq (h ▸ hv))
      have h2 := hval v hvm
      omega
    · have h1 := hb v (by rw [Walk.mem_support_append_iff]; exact Or.inr hv)
        (fun h => hir (h ▸ hv)) hj
      have h2 := hval v hvm
      omega
  · left
    refine ⟨p, hp, fun v hv hi hj => ?_⟩
    have h1 := hb v hv hi hj
    have h2 := hval v (fun h => hmem (h ▸ hv))
    omega
```

Conversely, take a path for \(L_{k+1}(i,j)\) with neither end equal to \(m=k\). If it avoids \(m\), its interior vertices are below \(k+1\) and differ from \(k\), so they are below \(k\). If it visits \(m\), cut it there. No vertex repeats, so \(j\) is not in the first half nor \(i\) in the second. The interior of each half is therefore interior to the whole path and avoids \(m\), so it lies below \(k\). `omega` does the integer inequalities.

```lean
/-- After `k` eliminations, two vertices are adjacent exactly when they are distinct, both not
yet eliminated, and linked in the original graph by a path through eliminated vertices only. -/
theorem stage_adj_iff (G : SimpleGraph (Fin n)) (k : ℕ) (hk : k ≤ n) :
    ∀ i j : Fin n, (stage G k).Adj i j ↔
      i ≠ j ∧ k ≤ (i : ℕ) ∧ k ≤ (j : ℕ) ∧ LinkedBelow G k i j := by
  induction k with
  | zero =>
    intro i j
    rw [stage]
    constructor
    · intro h
      refine ⟨h.ne, Nat.zero_le _, Nat.zero_le _, Walk.cons h Walk.nil, by simp [h.ne], ?_⟩
      intro v hv hi hj
      simp at hv
      tauto
    · rintro ⟨hij, -, -, p, -, hb⟩
      obtain ⟨w, hw, ha⟩ := exists_neighbour_on_walk p hij
      have hwj : w = j := by
        by_contra hne
        exact absurd (hb w hw ha.ne.symm hne) (Nat.not_lt_zero _)
      exact hwj ▸ ha
  | succ k ih =>
    intro i j
    have hk' : k < n := by omega
    have ih := ih (by omega)
    have hs : stage G (k + 1) = eliminate (stage G k) ⟨k, hk'⟩ := by
      rw [stage, dif_pos hk']
    rw [hs, eliminate_adj]
    simp only [ih]
    constructor
    · rintro ⟨hne, hi, hj, h⟩
      have hi' : (i : ℕ) ≠ k := fun h => hi (Fin.ext h)
      have hj' : (j : ℕ) ≠ k := fun h => hj (Fin.ext h)
      rcases h with ⟨_, h1, h2, p, hp, hb⟩ | ⟨⟨_, h1, _, h3⟩, ⟨_, _, h2, h4⟩⟩
      · exact ⟨hne, by omega, by omega, p, hp,
          fun v hv a b => (hb v hv a b).trans (Nat.lt_succ_self k)⟩
      · exact ⟨hne, by omega, by omega, LinkedBelow.join rfl h3 h4⟩
    · rintro ⟨hne, hi, hj, h⟩
      have him : i ≠ ⟨k, hk'⟩ := fun h => by
        have : (i : ℕ) = k := congrArg Fin.val h
        omega
      have hjm : j ≠ ⟨k, hk'⟩ := fun h => by
        have : (j : ℕ) = k := congrArg Fin.val h
        omega
      rcases LinkedBelow.split rfl him hjm h with h | ⟨h1, h2⟩
      · exact ⟨hne, him, hjm, Or.inl ⟨hne, by omega, by omega, h⟩⟩
      · exact ⟨hne, him, hjm, Or.inr ⟨⟨him, by omega, le_refl k, h1⟩,
          ⟨hjm.symm, le_refl k, by omega, h2⟩⟩⟩
```

Write \(i\sim_k j\) for adjacency at stage \(k\). The claim is

\[
i\sim_k j \iff i\ne j,\quad k\le i,\quad k\le j,\quad L_k(i,j).
\]

Use induction on \(k\). At \(k=0\) no interior vertex is allowed, so the path is a single edge. For the next stage, the elimination rule requires \(i\ne j\), both different from \(k\), and

\[
i\sim_k j\quad\text{or}\quad (i\sim_k k\ \text{and}\ k\sim_k j).
\]

By the induction hypothesis both ends are at least \(k\), hence at least \(k+1\), and the linking condition is \(L_k(i,j)\) or \(L_k(i,k)\wedge L_k(k,j)\). This is equivalent to \(L_{k+1}(i,j)\): \(L_k(i,j)\) implies it because the bound is only relaxed, the second alternative implies it by `join`, and the converse is `split`.

```lean
/-- **Fill-path theorem.** Distinct vertices `i` and `j` are adjacent at some stage of the
elimination exactly when the original graph has a path between them whose interior vertices
are all smaller than `min i j`. -/
theorem fill_path (G : SimpleGraph (Fin n)) {i j : Fin n} (hij : i ≠ j) :
    EverAdjacent G i j ↔
      ∃ p : G.Walk i j, p.IsPath ∧ ∀ v ∈ p.support, v ≠ i → v ≠ j → v < min i j := by
  constructor
  · rintro ⟨k, hk, h⟩
    obtain ⟨-, hi, hj, p, hp, hb⟩ := (stage_adj_iff G k hk i j).mp h
    exact ⟨p, hp, fun v hv a b => lt_min
      (Fin.lt_def.mpr ((hb v hv a b).trans_le hi))
      (Fin.lt_def.mpr ((hb v hv a b).trans_le hj))⟩
  · rintro ⟨p, hp, hb⟩
    -- look at the graph just before the smaller endpoint is eliminated
    exact ⟨(min i j : Fin n).val, (min i j).isLt.le, (stage_adj_iff G _ (min i j).isLt.le i j).mpr
      ⟨hij, Fin.le_def.mp (min_le_left i j), Fin.le_def.mp (min_le_right i j), p, hp,
        fun v hv a b => Fin.lt_def.mp (hb v hv a b)⟩⟩
```

If \(i\sim_k j\), then \(k\le\min(i,j)\), and the path's interior lies below \(k\), hence below \(\min(i,j)\). Conversely, given such a path, set \(k=\min(i,j)\) and apply the previous theorem: the edge is present just before the smaller end is eliminated.

For a numerical instance, take \(n=4\), diagonal entries 2, and entries 1 on the edges \(02\), \(01\), \(13\). The path \(2\!-\!0\!-\!1\!-\!3\) predicts fill at \((2,3)\). Eliminating 0 gives \(A_{12}=0-\tfrac{1\cdot1}{2}=-\tfrac12\) and \(A_{11}=2-\tfrac12=\tfrac32\). Eliminating 1 then gives

\[
A_{23}=0-\frac{(-\tfrac12)(1)}{\tfrac32}=\tfrac13 .
\]

```lean
/-- Fill stays inside the envelope: if `i < j` are adjacent at some stage, then `j` has a
neighbour `l ≤ i` in the original graph. -/
theorem fill_in_envelope (G : SimpleGraph (Fin n)) {i j : Fin n} (hij : i < j)
    (h : EverAdjacent G i j) : ∃ l ≤ i, G.Adj l j := by
  obtain ⟨p, -, hb⟩ := (fill_path G hij.ne).mp h
  -- the last vertex of the path before `j`
  obtain ⟨w, hw, ha⟩ := exists_neighbour_on_walk p.reverse hij.ne'
  have hw' : w ∈ p.support := by simpa using hw
  refine ⟨w, ?_, ha.symm⟩
  by_cases hwi : w = i
  · exact hwi.le
  · exact ((hb w hw' hwi ha.ne.symm).trans_le (min_le_left i j)).le
```

The last vertex before \(j\) on the path is \(i\) itself or an interior vertex, which is below \(i\). Either way it is a neighbour \(l\le i\) of \(j\). So in row \(j\), left of the diagonal, no fill appears before the first original nonzero. Lean finds \(l\) as the first step of the reversed path.

```lean
/-- The graph of an arrowhead matrix: the hub `c` is joined to every other vertex, and there
are no further edges. -/
def arrowhead (c : Fin n) : SimpleGraph (Fin n) :=
  SimpleGraph.fromRel fun i _ => i = c
```

This is the pattern of a one-particle Hamiltonian for a single level \(c\) coupled to bath levels that are not coupled to one another.

```lean
/-- In an arrowhead pattern, two distinct vertices other than the hub are adjacent at some
stage exactly when the hub precedes both in the elimination order. -/
theorem arrowhead_fill {c i j : Fin n} (hij : i ≠ j) (hi : i ≠ c) (hj : j ≠ c) :
    EverAdjacent (arrowhead c) i j ↔ c < i ∧ c < j := by
  rw [fill_path _ hij]
  constructor
  · rintro ⟨p, -, hb⟩
    -- the first step from `i` can only lead to the hub
    obtain ⟨w, hw, ha⟩ := exists_neighbour_on_walk p hij
    rw [arrowhead, SimpleGraph.fromRel_adj] at ha
    have hwc : w = c := ha.2.resolve_left hi
    subst hwc
    exact lt_min_iff.mp (hb w hw hi.symm hj.symm)
  · rintro ⟨h1, h2⟩
    have e1 : (arrowhead c).Adj i c := by
      rw [arrowhead, SimpleGraph.fromRel_adj]
      exact ⟨hi, Or.inr rfl⟩
    have e2 : (arrowhead c).Adj c j := by
      rw [arrowhead, SimpleGraph.fromRel_adj]
      exact ⟨hj.symm, Or.inl rfl⟩
    refine ⟨Walk.cons e1 (Walk.cons e2 Walk.nil), by simp [hij, hi, hj.symm], ?_⟩
    intro v hv a b
    have hvc : v = c := by
      simp at hv
      tauto
    rw [hvc]
    exact lt_min h1 h2

end FillPath
```

From \(i\) the first step can only lead to \(c\), which is interior to the path, so \(c<\min(i,j)\). Conversely, \(i\!-\!c\!-\!j\) is the required path. For this non-interacting star, numbering the hub last gives no fill, while numbering it first joins all bath levels pairwise.

```lean
#print axioms FillPath.fill_path
-- 'FillPath.fill_path' depends on axioms: [propext, Classical.choice, Quot.sound]
#print axioms FillPath.fill_in_envelope
-- 'FillPath.fill_in_envelope' depends on axioms: [propext, Classical.choice, Quot.sound]
#print axioms FillPath.arrowhead_fill
-- 'FillPath.arrowhead_fill' depends on axioms: [propext, Classical.choice, Quot.sound]
```
